# In a real one-spin density matrix over orthonormal orbitals, Z ≥ 1 bond orders of equal magnitude at one orbital are at most 1/(2√Z)

A model that predicts bond orders one pair at a time can give an atom more bonding than any electronic state allows. Take one spin and one orbital per site, with all orbitals orthonormal, and suppose the model assigns a site the filling $1/2$ and a bond order of $1/2$ to each of four half-filled neighbours. Each pair is acceptable alone, since its $2\times2$ block has eigenvalues 0 and 1. Yet no density matrix contains all four bonds, and an energy computed from them can overestimate the bonding at that site. The missing constraint acts on the whole row.

## The filling of a site limits its squared bond orders

Let $P$ be a real symmetric one-particle density matrix for one spin, in a finite orthonormal basis with one orbital per site. Its eigenvalues, the occupations, lie between 0 and 1, so $P$ and $1-P$ are positive semidefinite. The diagonal element $P_{ii}$ is the filling of site $i$, and $P_{ij}$ with $j\neq i$ is a bond order. Then

$$\sum_{j\neq i}P_{ij}^2\;\le\;P_{ii}(1-P_{ii})\;\le\;\tfrac14 .$$

If the bonds from $i$ to $Z\ge1$ other sites have equal magnitude, each satisfies $|P_{ij}|\le 1/(2\sqrt Z)$. For a closed shell with the spin-summed bond order $2P_{ij}$, the limit becomes $1/\sqrt Z$.

## Row checks for computed or predicted bond orders

A code that predicts $P$, or builds it by an approximate expansion, can test each row with one sum of squares and no diagonalisation. A violation beyond the numerical tolerance shows that the matrix is not a density matrix.

The bound also bears on bond-order potentials: in a one-orbital tight-binding model with fixed hopping, the bond energy from $Z$ equivalent neighbours of a site can grow no faster than $\sqrt Z$.

## From positive occupations to the square-root law

Write $Q=1-P$. Expanding the products gives

$$PQP+QPQ=(P^2-P^3)+(P-2P^2+P^3)=P-P^2 .$$

For any vector $v$, symmetry gives $v^TPQPv=(Pv)^TQ(Pv)\ge0$ and $v^TQPQv=(Qv)^TP(Qv)\ge0$. Hence $P-P^2$ is positive semidefinite, and its diagonal elements are non-negative. Since $(P^2)_{ii}=\sum_jP_{ij}P_{ji}=\sum_jP_{ij}^2$,

$$0\le P_{ii}-P_{ii}^2-\sum_{j\ne i}P_{ij}^2 ,$$

which is the first inequality. The second follows from $\tfrac14-P_{ii}(1-P_{ii})=(P_{ii}-\tfrac12)^2\ge0$.

Now let $s$ be a set of $Z$ sites without $i$, with $|P_{ij}|\ge b\ge0$ for every $j$ in $s$. Then

$$Zb^2\le\sum_{j\in s}P_{ij}^2\le P_{ii}(1-P_{ii}).$$

For equal magnitudes take $b$ to be their common value. Then $Zb^2\le1/4$, so $b\le1/(2\sqrt Z)$ when $Z\ge1$.

If all $Z$ bonds reach this limit, their squares sum to $Z\cdot1/(4Z)=1/4$. This forces $P_{ii}(1-P_{ii})=1/4$, hence $P_{ii}=1/2$. A bond to a further site $k$ would have to satisfy $1/4+P_{ik}^2\le1/4$, so it vanishes.

The limit is attained for every $Z\ge1$. Take a centre with $Z$ outer sites and an orbital $c$ with amplitude $1/\sqrt2$ on the centre and $1/(\sqrt2\sqrt Z)$ on each outer site. Its norm is $1/2+Z/(2Z)=1$, so $P=cc^T$ satisfies $P^2=P$ and $(1-P)^2=1-P$. Both matrices are symmetric and equal to their own squares, hence positive semidefinite. Each central bond order is $1/\sqrt2\cdot1/(\sqrt2\sqrt Z)=1/(2\sqrt Z)$.

## Four neighbours in numbers

For $Z=4$ the star orbital has outer amplitudes $1/(2\sqrt2)$. The central filling is $1/2$ and each central bond order is $1/4$. The squares sum to $4\cdot1/16=1/4$, exactly the limit.

At filling $0.2$ the limit on the sum is $0.2\cdot0.8=0.16$, so four equal bonds can be at most $\sqrt{0.04}=0.2$ each. The four bonds of $1/2$ in the opening example give a sum of 1, four times the largest possible value.

## The bounds and the star orbital in Lean

```lean
import Mathlib

open Matrix Finset

namespace BondOrderSaturation

noncomputable section

variable {n : Type*} [Fintype n] [DecidableEq n]

/-- A real one-particle density matrix per spin: both `P` and the hole matrix `1 - P` are
positive semidefinite, so fractional occupations are allowed. -/
structure IsDensityMatrix (P : Matrix n n ℝ) : Prop where
  particle : P.PosSemidef
  hole : (1 - P).PosSemidef

/-- The bond weight of site `i`: the sum of the squared bond orders to all other sites. -/
def bondWeight (P : Matrix n n ℝ) (i : n) : ℝ := ∑ j ∈ univ.erase i, P i j ^ 2

/-- For a density matrix, `P - P²` is positive semidefinite. -/
theorem sub_sq_posSemidef {P : Matrix n n ℝ} (hP : IsDensityMatrix P) :
    (P - P * P).PosSemidef := by
  have h1 := hP.hole.conjTranspose_mul_mul_same P
  have h2 := hP.particle.conjTranspose_mul_mul_same (1 - P)
  rw [hP.particle.isHermitian.eq] at h1
  rw [hP.hole.isHermitian.eq] at h2
  -- P - P² = P (1 - P) P + (1 - P) P (1 - P)
  have h3 : P - P * P = P * (1 - P) * P + (1 - P) * P * (1 - P) := by noncomm_ring
  rw [h3]
  exact h1.add h2

/-- For a density matrix, the bond weight of a site is at most `P_ii (1 - P_ii)`, which is at most
`1/4`. -/
theorem bondWeight_le {P : Matrix n n ℝ} (hP : IsDensityMatrix P) (i : n) :
    bondWeight P i ≤ P i i * (1 - P i i) ∧ P i i * (1 - P i i) ≤ 1 / 4 := by
  constructor
  · have h : 0 ≤ (P - P * P) i i := (sub_sq_posSemidef hP).diag_nonneg
    -- the diagonal of P² is the squared length of row i
    have hsq : (P * P) i i = ∑ j, P i j ^ 2 := by
      rw [Matrix.mul_apply]
      refine Finset.sum_congr rfl fun j _ => ?_
      have hs : P j i = P i j := by
        simpa using hP.particle.isHermitian.apply i j
      rw [hs, sq]
    have hsplit := Finset.add_sum_erase univ (fun j => P i j ^ 2) (mem_univ i)
    rw [Matrix.sub_apply, hsq, ← hsplit] at h
    unfold bondWeight
    linarith
  · nlinarith [sq_nonneg (P i i - 1 / 2)]

/-- The squared bond orders from site `i` to any set of other sites sum to at most the
bond weight of `i`. -/
theorem sum_sq_le_bondWeight (P : Matrix n n ℝ) {i : n} {s : Finset n} (hi : i ∉ s) :
    ∑ j ∈ s, P i j ^ 2 ≤ bondWeight P i := by
  refine Finset.sum_le_sum_of_subset_of_nonneg ?_ fun j _ _ => sq_nonneg _
  intro j hj
  exact Finset.mem_erase.mpr ⟨fun h => hi (h ▸ hj), mem_univ j⟩

/-- Let `P` be a density matrix and `b ≥ 0`. If site `i` has bonds of magnitude at least `b` to each
of `Z` other sites, then `Z b² ≤ P_ii (1 - P_ii)`. -/
theorem card_mul_sq_le {P : Matrix n n ℝ} (hP : IsDensityMatrix P) {i : n} {s : Finset n}
    (hi : i ∉ s) {b : ℝ} (hb : 0 ≤ b) (h : ∀ j ∈ s, b ≤ |P i j|) :
    (s.card : ℝ) * b ^ 2 ≤ P i i * (1 - P i i) := by
  have h1 : s.card • b ^ 2 ≤ ∑ j ∈ s, P i j ^ 2 := by
    refine Finset.card_nsmul_le_sum s _ _ fun j hj => ?_
    rw [← sq_abs (P i j)]
    exact pow_le_pow_left₀ hb (h j hj) 2
  rw [nsmul_eq_mul] at h1
  exact h1.trans ((sum_sq_le_bondWeight P hi).trans (bondWeight_le hP i).1)

/-- In a density matrix, if the bonds from site `i` to `Z` other sites have equal magnitude, each of
these bond orders is at most `1 / (2 √Z)` in magnitude. -/
theorem equal_bonds_le {P : Matrix n n ℝ} (hP : IsDensityMatrix P) {i : n} {s : Finset n}
    (hi : i ∉ s) (heq : ∀ j ∈ s, ∀ k ∈ s, |P i j| = |P i k|) :
    ∀ j ∈ s, |P i j| ≤ 1 / (2 * √(s.card : ℝ)) := by
  intro j hj
  have hZ : (0 : ℝ) < s.card := by exact_mod_cast Finset.card_pos.mpr ⟨j, hj⟩
  have h1 := card_mul_sq_le hP hi (abs_nonneg (P i j)) fun k hk => (heq j hj k hk).le
  have h2 := (bondWeight_le hP i).2
  have hr : 0 < √(s.card : ℝ) := Real.sqrt_pos.mpr hZ
  rw [le_div_iff₀ (by positivity)]
  -- the square of the left side is 4 Z P_ij², which is at most 1
  have h3 : (|P i j| * (2 * √(s.card : ℝ))) ^ 2 = 4 * (s.card * |P i j| ^ 2) := by
    rw [mul_pow, mul_pow, Real.sq_sqrt hZ.le]
    ring
  linarith [sq_nonneg (|P i j| * (2 * √(s.card : ℝ)) - 1)]

/-- In a density matrix, if `Z ≥ 1` bonds from site `i` to other sites all have magnitude `1 / (2
√Z)`, then the site is half filled and its bond order to every further site vanishes. -/
theorem saturated_site {P : Matrix n n ℝ} (hP : IsDensityMatrix P) {i : n} {s : Finset n}
    (hs : s.Nonempty) (hi : i ∉ s) (h : ∀ j ∈ s, |P i j| = 1 / (2 * √(s.card : ℝ))) :
    P i i = 1 / 2 ∧ ∀ k, k ∉ s → k ≠ i → P i k = 0 := by
  have hZ : (0 : ℝ) < s.card := by exact_mod_cast Finset.card_pos.mpr hs
  -- the saturated bonds exhaust the largest possible bond weight
  have hsum : ∑ j ∈ s, P i j ^ 2 = 1 / 4 := by
    have hc : ∀ j ∈ s, P i j ^ 2 = 1 / (4 * (s.card : ℝ)) := by
      intro j hj
      rw [← sq_abs (P i j), h j hj, div_pow, mul_pow, Real.sq_sqrt hZ.le]
      norm_num
    rw [Finset.sum_congr rfl hc, Finset.sum_const, nsmul_eq_mul]
    field_simp
  obtain ⟨h1, h2⟩ := bondWeight_le hP i
  constructor
  · have h3 := sum_sq_le_bondWeight P hi
    have h4 : (P i i - 1 / 2) ^ 2 = 0 :=
      le_antisymm (by nlinarith) (sq_nonneg _)
    have h5 := pow_eq_zero_iff two_ne_zero |>.mp h4
    linarith
  · intro k hk hki
    have hik : i ∉ insert k s := by
      simp only [Finset.mem_insert, not_or]
      exact ⟨fun e => hki e.symm, hi⟩
    have h3 := sum_sq_le_bondWeight P hik
    rw [Finset.sum_insert hk, hsum] at h3
    have h4 : P i k ^ 2 = 0 := le_antisymm (by linarith) (sq_nonneg _)
    exact pow_eq_zero_iff two_ne_zero |>.mp h4

/-- An orbital on a star of `Z ≥ 1` outer sites around a centre `none`, with amplitude
`1/√2` on the centre and `1/(√2 √Z)` on each outer site. -/
def starOrbital (Z : ℕ) : Option (Fin Z) → ℝ
  | none => 1 / √2
  | some _ => 1 / (√2 * √(Z : ℝ))

/-- The density matrix of the singly filled star orbital, for `Z ≥ 1` outer sites. -/
def starDensity (Z : ℕ) : Matrix (Option (Fin Z)) (Option (Fin Z)) ℝ :=
  Matrix.of fun a b => starOrbital Z a * starOrbital Z b

/-- For `Z ≥ 1` the star orbital is normalised. -/
theorem starOrbital_norm {Z : ℕ} (hZ : 1 ≤ Z) : ∑ a, starOrbital Z a ^ 2 = 1 := by
  have hZ' : (0 : ℝ) < Z := by exact_mod_cast hZ
  rw [Fintype.sum_option]
  simp only [starOrbital, Finset.sum_const, Finset.card_univ, Fintype.card_fin, nsmul_eq_mul,
    div_pow, mul_pow, one_pow, Real.sq_sqrt hZ'.le, Real.sq_sqrt (zero_le_two : (0 : ℝ) ≤ 2)]
  field_simp
  norm_num

/-- For every `Z ≥ 1` the star density is a density matrix whose `Z` bonds from the centre
all equal `1 / (2 √Z)`. -/
theorem starDensity_witness {Z : ℕ} (hZ : 1 ≤ Z) :
    IsDensityMatrix (starDensity Z) ∧
      ∀ k : Fin Z, starDensity Z none (some k) = 1 / (2 * √(Z : ℝ)) := by
  have hsym : (starDensity Z)ᴴ = starDensity Z := by
    ext a b
    simp [starDensity, Matrix.conjTranspose_apply, mul_comm]
  have hidem : starDensity Z * starDensity Z = starDensity Z := by
    ext a b
    simp only [Matrix.mul_apply, starDensity, Matrix.of_apply]
    calc ∑ c, starOrbital Z a * starOrbital Z c * (starOrbital Z c * starOrbital Z b)
        = ∑ c, starOrbital Z a * starOrbital Z b * starOrbital Z c ^ 2 :=
          Finset.sum_congr rfl fun c _ => by ring
      _ = starOrbital Z a * starOrbital Z b := by
          rw [← Finset.mul_sum, starOrbital_norm hZ, mul_one]
  refine ⟨⟨?_, ?_⟩, fun k => ?_⟩
  · have h := Matrix.posSemidef_conjTranspose_mul_self (starDensity Z)
    rwa [hsym, hidem] at h
  · have h := Matrix.posSemidef_conjTranspose_mul_self (1 - starDensity Z)
    have h2 : (1 - starDensity Z) * (1 - starDensity Z) = 1 - starDensity Z := by
      rw [mul_sub, sub_mul, sub_mul, hidem]
      simp
    rwa [Matrix.conjTranspose_sub, Matrix.conjTranspose_one, hsym, h2] at h
  · have h2 : √(2 : ℝ) * √2 = 2 := Real.mul_self_sqrt zero_le_two
    simp only [starDensity, Matrix.of_apply, starOrbital]
    rw [div_mul_div_comm, ← mul_assoc, h2, one_mul]

end

end BondOrderSaturation
```

```lean
#print axioms BondOrderSaturation.equal_bonds_le
-- 'BondOrderSaturation.equal_bonds_le' depends on axioms: [propext, Classical.choice, Quot.sound]
#print axioms BondOrderSaturation.saturated_site
-- 'BondOrderSaturation.saturated_site' depends on axioms: [propext, Classical.choice, Quot.sound]
```

## How the Lean statements encode sites and bonds

The finite type `n` labels the orbitals. `IsDensityMatrix P` contains the two positivity conditions, and Mathlib's `PosSemidef` includes the symmetry of $P$. `bondWeight P i` is the sum of $P_{ij}^2$ over all $j\ne i$. The neighbours form a finite set `s` with `i ∉ s`, and $Z$ is `s.card`. No geometry enters: any other sites may serve as neighbours.

`bondWeight_le` states both inequalities, `card_mul_sq_le` the filling-dependent bound and `equal_bonds_le` the square-root law. `saturated_site` treats a non-empty set of bonds at the limit. In `starDensity Z`, the index `none` is the centre and `some k` an outer site; `starDensity_witness` states that this is a density matrix with all central bonds at the limit.

## How the proofs follow the algebra

`sub_sq_posSemidef` obtains the positivity of $PQP$ and $QPQ$ from `conjTranspose_mul_mul_same`, and `noncomm_ring` checks the expansion. `bondWeight_le` reads off the diagonal and separates the term $j=i$. `sum_sq_le_bondWeight` passes from all other sites to a subset.

In `equal_bonds_le`, the final step avoids taking a root. With $x=2\sqrt Z\,|P_{ij}|$, it combines $x^2\le1$ with $(x-1)^2\ge0$ to get $x\le1$. `saturated_site` adds the further site $k$ to `s` and applies the subset bound again. For the star, `starOrbital_norm` supplies the normalisation that makes $P^2=P$.

## What a passed row check leaves open

The inequalities are necessary conditions only. Three sites with filling $0.5$ and all bond orders $0.35$ pass, since each row gives $0.245$, but the matrix has the eigenvalue $0.5+2\cdot0.35=1.2$.

The theorems concern real matrices in exact arithmetic. A non-orthogonal basis needs its overlap matrix taken into account before the bound applies, and with several orbitals per atom the bound holds for each orbital's row. The star saturates its centre; whether all sites of a given lattice can be saturated at once is a different question.
